# A ten-site Hückel tree with non-zero hopping, no site-permutation symmetry except the identity, and a twofold degenerate level

## Can a Hückel level be degenerate when no permutation of the sites is a symmetry?

Take a central site and attach three chains to it, of 1, 3 and 5 sites. No rearrangement of the ten sites except the identity preserves the bonds, yet the Hückel Hamiltonian with equal on-site energies $\alpha$ and equal non-zero hoppings $\beta$ seems to have two independent orbitals at energy $\alpha$.

I usually meet degeneracy as a consequence of a point group with a two- or three-dimensional irreducible representation, so I would like to see this counterexample made rigorous. Can both halves, the missing symmetry and the exact degeneracy, be proved in Lean 4 with Mathlib?

## Yes: the level at $\alpha$ is exactly twofold degenerate, and only the identity preserves $H$

For every real $\alpha$ and every real $\beta \neq 0$, the eigenspace of this Hamiltonian at energy $\alpha$ has dimension exactly two, and the identity is the only site permutation that leaves all matrix elements unchanged. In a non-interacting nearest-neighbour model, then, a degenerate orbital energy does not by itself prove that there is a spatial symmetry that permutes the sites.

### Two free amplitudes at energy $\alpha$

Number the centre 0, the short leg 1, the middle leg 2, 3, 4 and the long leg 5, 6, 7, 8, 9, each leg counted outwards. Let $A$ be the adjacency matrix, with $A_{ij}=1$ if sites $i$ and $j$ are bonded and $A_{ij}=0$ otherwise. The Hamiltonian is $H=\alpha I+\beta A$, where $I$ is the identity matrix. For a vector $x$ of orbital amplitudes,

$$Hx=\alpha x \iff \beta Ax=0 \iff Ax=0,$$

where the last step uses $\beta\neq0$. Each row of $Ax=0$ says that the amplitudes on the neighbours of one site add up to zero:

- Site 0 gives $x_1+x_2+x_5=0$.
- Site 1 gives $x_0=0$.
- Sites 2, 3 and 4 give $x_0+x_3=0$, $x_2+x_4=0$ and $x_3=0$.
- Sites 5 to 9 give $x_0+x_6=0$, $x_5+x_7=0$, $x_6+x_8=0$, $x_7+x_9=0$ and $x_8=0$.

Hence $x_0=x_3=x_6=x_8=0$. Write $a=x_2$ and $b=x_5$. The remaining equations give $x_4=-a$, $x_7=-b$, $x_9=b$ and $x_1=-a-b$, so

$$x=(0,\,-a-b,\,a,\,0,\,-a,\,b,\,0,\,-b,\,0,\,b).$$

Every choice of $a$ and $b$ satisfies all ten equations, and different choices give different vectors, so the dimension is two. The squared norm is $(a+b)^2+2a^2+3b^2$. The choices $(a,b)=(1/\sqrt3,0)$ and $(0,1/2)$ therefore give two normalised orbitals, which are independent but not orthogonal.

### Why no site can move

Let $f$ be an injective map of the sites that sends bonds to bonds. Sites 1, 2 and 5 are neighbours of 0, so their images are three distinct neighbours of $f(0)$. Only the centre has three neighbours, hence $f(0)=0$.

The images of 0, 5, 6, 7, 8, 9, in this order, form a walk that starts from the centre and never turns back, because $f$ is injective. Such a walk moves one site outwards at each step. After five steps it can only be at site 9, so $f(9)=9$, and reading the walk inwards fixes 8, 7, 6 and 5.

In the same way, $f(4)$ is three steps from the centre, which leaves sites 4 and 7. Site 7 lies on the leg that begins with 5, but $f(2)\neq f(5)=5$. Therefore $f(4)=4$, and 3 and 2 are fixed as well. Finally, $f(1)$ is a neighbour of the centre other than 2 and 5, so it is 1.

It remains to connect $H$ with the bonds. Suppose a permutation $\sigma$ satisfies $H_{\sigma(i)\sigma(j)}=H_{ij}$ for all $i,j$. If $i$ and $j$ are bonded, then $H_{\sigma(i)\sigma(j)}=\beta\neq0$. Since $\sigma(i)\neq\sigma(j)$, this off-diagonal element can be non-zero only if $\sigma(i)$ and $\sigma(j)$ are bonded. So $\sigma$ sends bonds to bonds, and it is the identity.

### The Lean file

```lean
import Mathlib

open Matrix

namespace DegeneracyWithoutSymmetry

noncomputable section

/-- The neighbour of each site in the direction of the centre `0`; the legs are
`1`, then `2, 3, 4`, then `5, 6, 7, 8, 9`, and the centre is sent to itself. -/
def inward : Fin 10 → Fin 10 := ![0, 0, 0, 2, 3, 0, 5, 6, 7, 8]

/-- The ten-site molecule: every site is bonded to its neighbour towards the centre. -/
def spider : SimpleGraph (Fin 10) := SimpleGraph.fromRel fun i j => inward i = j

instance : DecidableRel spider.Adj := fun i j =>
  decidable_of_iff (i ≠ j ∧ (inward i = j ∨ inward j = i))
    (by
      unfold spider
      exact (SimpleGraph.fromRel_adj (fun a b => inward a = b) i j).symm)

/-- The Hückel Hamiltonian with on-site energy `α` and hopping `β` along each bond. -/
def huckel (α β : ℝ) : Matrix (Fin 10) (Fin 10) ℝ :=
  α • (1 : Matrix (Fin 10) (Fin 10) ℝ) + β • spider.adjMatrix ℝ

/-- An orbital with amplitude `a` on the first site of the middle leg and `b` on the
first site of the long leg, alternating in sign along every second site. -/
def orbital (a b : ℝ) : Fin 10 → ℝ := ![0, -a - b, a, 0, -a, b, 0, -b, 0, b]

/-- The molecule is a tree: it is connected and has no rings. -/
theorem spider_isTree : spider.IsTree := by
  rw [SimpleGraph.isTree_iff_connected_and_card]
  constructor
  · rw [SimpleGraph.connected_iff_exists_forall_reachable]
    -- walk outwards along each leg
    have r1 := (show spider.Adj 0 1 by decide +kernel).reachable
    have r2 := (show spider.Adj 0 2 by decide +kernel).reachable
    have r3 := r2.trans (show spider.Adj 2 3 by decide +kernel).reachable
    have r4 := r3.trans (show spider.Adj 3 4 by decide +kernel).reachable
    have r5 := (show spider.Adj 0 5 by decide +kernel).reachable
    have r6 := r5.trans (show spider.Adj 5 6 by decide +kernel).reachable
    have r7 := r6.trans (show spider.Adj 6 7 by decide +kernel).reachable
    have r8 := r7.trans (show spider.Adj 7 8 by decide +kernel).reachable
    have r9 := r8.trans (show spider.Adj 8 9 by decide +kernel).reachable
    refine ⟨0, fun w => ?_⟩
    fin_cases w
    exacts [SimpleGraph.Reachable.refl _, r1, r2, r3, r4, r5, r6, r7, r8, r9]
  · rw [Nat.card_eq_fintype_card, Nat.card_eq_fintype_card]
    decide +kernel

/-- An injective map of the sites that sends bonds to bonds moves no site. -/
theorem spider_rigid (f : Fin 10 → Fin 10) (hi : Function.Injective f)
    (hf : ∀ i j, spider.Adj i j → spider.Adj (f i) (f j)) : f = id := by
  -- a site other than the centre has at most two neighbours
  have two : ∀ o a, spider.Adj o a → o = 0 ∨ a = inward o ∨
      a = (![0, 0, 3, 4, 0, 6, 7, 8, 9, 0] : Fin 10 → Fin 10) o := by decide +kernel
  -- a walk that starts at the centre and never turns back keeps moving outwards
  have first : ∀ o : Fin 10, o = 0 → ∀ a, spider.Adj o a → inward a = 0 ∧ a ≠ 0 := by
    decide +kernel
  have step : ∀ a b, spider.Adj a b → a ≠ 0 → b ≠ inward a → inward b = a ∧ b ≠ 0 := by
    decide +kernel
  have back : ∀ {a b c : Fin 10}, inward a = b → a = c → b = inward c := by
    intro a b c h k
    rw [← h, k]
  -- only one site is five steps from the centre
  have far : ∀ e, inward (inward (inward (inward e))) ≠ 0 → e = 9 := by decide +kernel
  -- outside the long leg only one site is three steps from the centre
  have mid : ∀ e, inward (inward (inward e)) = 0 → inward (inward e) ≠ 0 →
      inward (inward e) ≠ 5 → e = 4 := by decide +kernel
  have short : ∀ o : Fin 10, o = 0 → ∀ p : Fin 10, p = 5 → ∀ q : Fin 10, q = 2 →
      ∀ a, spider.Adj o a → a ≠ p → a ≠ q → a = 1 := by decide +kernel
  have h0 : f 0 = 0 := by
    have n12 : f 1 ≠ f 2 := hi.ne (by decide)
    have n15 : f 1 ≠ f 5 := hi.ne (by decide)
    have n25 : f 2 ≠ f 5 := hi.ne (by decide)
    rcases two _ _ (hf 0 1 (by decide +kernel)) with h | h | h <;>
    rcases two _ _ (hf 0 2 (by decide +kernel)) with k | k | k <;>
    rcases two _ _ (hf 0 5 (by decide +kernel)) with l | l | l <;>
    first
      | assumption
      | exact absurd (h.trans k.symm) n12
      | exact absurd (h.trans l.symm) n15
      | exact absurd (k.trans l.symm) n25
  -- follow the long leg outwards, then read its sites off from the end
  obtain ⟨i5, n5⟩ := first (f 0) h0 (f 5) (hf 0 5 (by decide +kernel))
  obtain ⟨i6, n6⟩ := step (f 5) (f 6) (hf 5 6 (by decide +kernel)) n5
    (by rw [i5, ← h0]; exact hi.ne (by decide))
  obtain ⟨i7, n7⟩ := step (f 6) (f 7) (hf 6 7 (by decide +kernel)) n6
    (by rw [i6]; exact hi.ne (by decide))
  obtain ⟨i8, n8⟩ := step (f 7) (f 8) (hf 7 8 (by decide +kernel)) n7
    (by rw [i7]; exact hi.ne (by decide))
  obtain ⟨i9, _⟩ := step (f 8) (f 9) (hf 8 9 (by decide +kernel)) n8
    (by rw [i8]; exact hi.ne (by decide))
  have h9 := far (f 9) (by rw [i9, i8, i7, i6]; exact n5)
  have h8 := back i9 h9
  have h7 := back i8 h8
  have h6 := back i7 h7
  have h5' := back i6 h6
  have h5 : f 5 = 5 := h5'
  -- the same for the middle leg
  obtain ⟨i2, n2⟩ := first (f 0) h0 (f 2) (hf 0 2 (by decide +kernel))
  obtain ⟨i3, n3⟩ := step (f 2) (f 3) (hf 2 3 (by decide +kernel)) n2
    (by rw [i2, ← h0]; exact hi.ne (by decide))
  obtain ⟨i4, _⟩ := step (f 3) (f 4) (hf 3 4 (by decide +kernel)) n3
    (by rw [i3]; exact hi.ne (by decide))
  have h4 := mid (f 4) (by rw [i4, i3, i2]) (by rw [i4, i3]; exact n2)
    (by rw [i4, i3, ← h5]; exact hi.ne (by decide))
  have h3 := back i4 h4
  have h2 := back i3 h3
  have h1 := short (f 0) h0 (f 5) h5 (f 2) h2 (f 1) (hf 0 1 (by decide +kernel))
    (hi.ne (by decide)) (hi.ne (by decide))
  funext i
  fin_cases i
  exacts [h0, h1, h2, h3, h4, h5, h6, h7, h8, h9]

/-- The identity is the only automorphism of the molecular graph. -/
theorem automorphism_trivial (φ : spider ≃g spider) : φ = RelIso.refl _ :=
  RelIso.ext fun i =>
    congrFun (spider_rigid φ φ.injective fun _ _ h => φ.map_rel_iff.2 h) i

/-- The adjacency matrix replaces each amplitude by the sum over the bonded sites. -/
theorem adjacency_mulVec (x : Fin 10 → ℝ) :
    spider.adjMatrix ℝ *ᵥ x = ![x 1 + x 2 + x 5, x 0, x 0 + x 3, x 2 + x 4, x 3,
      x 0 + x 6, x 5 + x 7, x 6 + x 8, x 7 + x 9, x 8] := by
  have h : ∀ i, spider.neighborFinset i = (![{1, 2, 5}, {0}, {0, 3}, {2, 4}, {3},
      {0, 6}, {5, 7}, {6, 8}, {7, 9}, {8}] : Fin 10 → Finset (Fin 10)) i := by
    decide +kernel
  ext i
  rw [SimpleGraph.adjMatrix_mulVec_apply, h]
  fin_cases i <;> simp [add_assoc]

/-- The kernel of the adjacency matrix consists of the orbitals fixed by their
amplitudes on the first sites of the middle and the long leg. -/
theorem adjacency_kernel (x : Fin 10 → ℝ) :
    spider.adjMatrix ℝ *ᵥ x = 0 ↔ x = orbital (x 2) (x 5) := by
  constructor
  · intro h
    rw [adjacency_mulVec] at h
    have h0 : x 1 + x 2 + x 5 = 0 := congrFun h 0
    have h1 : x 0 = 0 := congrFun h 1
    have h3 : x 2 + x 4 = 0 := congrFun h 3
    have h4 : x 3 = 0 := congrFun h 4
    have h5 : x 0 + x 6 = 0 := congrFun h 5
    have h6 : x 5 + x 7 = 0 := congrFun h 6
    have h8 : x 7 + x 9 = 0 := congrFun h 8
    have h9 : x 8 = 0 := congrFun h 9
    ext i
    fin_cases i <;> simp [orbital] <;> linarith
  · intro h
    rw [h, adjacency_mulVec]
    ext i
    fin_cases i <;> simp [orbital]
    ring

/-- For non-zero hopping the Hückel level at the on-site energy `α` is exactly
twofold degenerate. -/
theorem huckel_level_finrank (α β : ℝ) (hβ : β ≠ 0) :
    Module.finrank ℝ (Module.End.eigenspace (Matrix.toLin' (huckel α β)) α) = 2 := by
  have hmem : ∀ x, x ∈ Module.End.eigenspace (Matrix.toLin' (huckel α β)) α ↔
      x = orbital (x 2) (x 5) := by
    intro x
    rw [Module.End.mem_eigenspace_iff, Matrix.toLin'_apply, huckel, Matrix.add_mulVec,
      Matrix.smul_mulVec, Matrix.smul_mulVec, Matrix.one_mulVec, add_eq_left,
      smul_eq_zero, or_iff_right hβ, adjacency_kernel]
  -- the two free amplitudes are linear coordinates on the level
  have e : Module.End.eigenspace (Matrix.toLin' (huckel α β)) α ≃ₗ[ℝ] ℝ × ℝ :=
    { toFun := fun x => (x.1 2, x.1 5)
      map_add' := fun _ _ => rfl
      map_smul' := fun _ _ => rfl
      invFun := fun p => ⟨orbital p.1 p.2, (hmem _).2 rfl⟩
      left_inv := fun x => Subtype.ext ((hmem x.1).1 x.2).symm
      right_inv := fun _ => rfl }
  exact e.finrank_eq.trans (by simp)

/-- For non-zero hopping, the identity is the only site permutation that leaves the
Hückel Hamiltonian invariant, and yet its level at energy `α` is twofold degenerate. -/
theorem degeneracy_without_symmetry (α β : ℝ) (hβ : β ≠ 0) :
    (∀ σ : Equiv.Perm (Fin 10),
      (∀ i j, huckel α β (σ i) (σ j) = huckel α β i j) → σ = 1) ∧
    Module.finrank ℝ (Module.End.eigenspace (Matrix.toLin' (huckel α β)) α) = 2 := by
  refine ⟨fun σ hσ => ?_, huckel_level_finrank α β hβ⟩
  -- equal matrix elements force bonds to be mapped to bonds
  have hadj : ∀ i j, spider.Adj i j → spider.Adj (σ i) (σ j) := by
    intro i j hij
    by_contra hn
    have h := hσ i j
    simp [huckel, SimpleGraph.adjMatrix_apply, hij, hn, hij.ne, hβ.symm] at h
  exact Equiv.ext fun i => congrFun (spider_rigid σ σ.injective hadj) i

end

end DegeneracyWithoutSymmetry
```

```lean
#print axioms DegeneracyWithoutSymmetry.spider_isTree
#print axioms DegeneracyWithoutSymmetry.automorphism_trivial
#print axioms DegeneracyWithoutSymmetry.degeneracy_without_symmetry
```

```
'DegeneracyWithoutSymmetry.spider_isTree' depends on axioms: [propext, Classical.choice, Quot.sound]
'DegeneracyWithoutSymmetry.automorphism_trivial' depends on axioms: [propext, Classical.choice, Quot.sound]
'DegeneracyWithoutSymmetry.degeneracy_without_symmetry' depends on axioms: [propext, Classical.choice, Quot.sound]
```

### What `degeneracy_without_symmetry` says

The theorem takes real numbers `α` and `β` with the hypothesis `β ≠ 0`, which says that neighbouring sites are actually coupled. It proves two statements together: every `σ : Equiv.Perm (Fin 10)` that preserves all entries of `huckel α β` equals `1`, and the eigenspace at `α` has `Module.finrank` equal to 2.

The sites are the elements of `Fin 10`, numbered 0 to 9 as above. The function `inward` gives each site's neighbour towards the centre, and `SimpleGraph.fromRel` turns this into undirected bonds without loops, so sending the centre to itself creates no bond. `Matrix.toLin'` reads the matrix as a linear map on real amplitude vectors, and the dimension of its eigenspace is the number of independent orbitals at that energy. Spin is not included.

Two companion theorems describe the graph itself: `spider_isTree` says that it is connected and has no rings, and `automorphism_trivial` says that its only automorphism is the identity.

The model has one orbital per site, an orthonormal basis, equal on-site energies, equal hoppings and no electron–electron interaction. "Symmetry" means a permutation of sites. A reflection in the plane of a planar molecule moves no site and so counts as the identity here. The theorem does not exclude other matrices that commute with $H$; rotations within the two-dimensional eigenspace, extended by the identity on its orthogonal complement, always do.

### How the proof follows the calculation

**The tree.** `spider_isTree` reaches every site from the centre by walking along the legs, then checks that the number of edges plus one equals the number of sites. The tactic `decide +kernel` settles such finite statements by evaluation.

**Rigidity.** `spider_rigid` begins with finite facts about the graph. `two` says that a site other than the centre has at most two possible neighbours, one inwards and one outwards. To obtain `f 0 = 0`, the proof goes through the possible positions of `f 1`, `f 2` and `f 5`. Either `f 0` is the centre, or two of these three images coincide, which contradicts injectivity.

The facts `first` and `step` express that a walk which does not turn back keeps moving outwards. `far` identifies the end of the long leg, `mid` the end of the middle leg once the long one is excluded, and `short` the remaining neighbour of the centre. After each end has been found, `back` recovers the sites nearer to the centre.

**The kernel.** `adjacency_mulVec` computes the neighbour sets and writes out the ten components of $Ax$. In `adjacency_kernel`, the forward direction extracts eight of the ten equations and solves them with `linarith`; the equations of sites 2 and 7 are redundant. The reverse direction substitutes `orbital` and simplifies.

**The dimension.** In `huckel_level_finrank`, the fact `hmem` reduces $Hx=\alpha x$ to $Ax=0$ and hence to the two-parameter form. The linear equivalence `e` sends an orbital to the pair $(x_2,x_5)$, so the eigenspace has the same dimension as `ℝ × ℝ`.

**The two halves together.** The main theorem shows by contradiction that a permutation preserving $H$ preserves bonds: a bond sent to a non-bonded pair would force $\beta=0$. Then `spider_rigid` applies.

### Equal legs and vanishing hopping

With three legs of one site each, the molecule is a four-site star. Its zero-energy orbitals, measured from $\alpha$, vanish on the centre and satisfy $x_1+x_2+x_3=0$, so there are again two of them. There, however, all permutations of the three outer sites are symmetries, and the pair carries the two-dimensional irreducible representation of that group. Legs of 1, 3 and 5 sites are the shortest choice of three different odd lengths.

In the limit $\beta=0$ the Hamiltonian is $\alpha I$. The level is then tenfold degenerate and every site permutation is a symmetry, so both conclusions fail.

### The same level in a numerical diagonalisation

A symmetric eigensolver applied to $H$ returns two eigenvalues equal to $\alpha$ up to rounding, with two orthonormal eigenvectors. These vectors are an arbitrary basis of the plane found above, and they may change with the library or with the order of the sites. If the level is partly filled, placing electrons in just one of them gives site populations that depend on this choice. With equal occupation of both, the contribution of this level to the populations is proportional to the diagonal of the projector onto the plane, so it does not depend on the basis chosen. Code that detects degeneracies should therefore compare eigenvalues within a tolerance, because a search for site permutations would find nothing here.
